# With one optimised 1s exponent per atom, restricted Hartree–Fock puts dissociated H₂ at −(27/32)² hartree

Stretch H₂ in a restricted Hartree–Fock (RHF) program and the energy does not approach $-1$ hartree, the energy of two hydrogen atoms. With one 1s Slater function per atom and optimised exponents, it heads for a value near $-0.71$. A reference value for that limit helps a developer to judge whether the missing $0.29$ hartree comes from the method or from a fault, such as a wrong repulsion integral or an SCF run that stopped in the wrong state. In this basis the limit has a closed form.

## The energy as a constant plus penalties

Let the doubly occupied orbital have weight $w\in[0,1]$ on the first atom and $1-w$ on the second, and let the 1s functions there have exponents $a,b>0$. At infinite separation the restricted energy, in hartree, is

$$
E(w,a,b)=2w\Big(\frac{a^2}{2}-a\Big)+\frac{5w^2a}{8}
+2(1-w)\Big(\frac{b^2}{2}-b\Big)+\frac{5(1-w)^2b}{8}.
$$

It can be rewritten as

$$
E=-\Big(\frac{27}{32}\Big)^2+\frac{245}{256}\Big(w-\frac12\Big)^2
+w\Big(a-1+\frac{5w}{16}\Big)^2+(1-w)\Big(b-1+\frac{5(1-w)}{16}\Big)^2 .
$$

The last three terms are never negative. The minimum is therefore $-(27/32)^2=-729/1024\approx-0.7119$, reached only at $w=1/2$ and $a=b=27/32$. It is twice the minimum energy that the same mean-field model gives for a hydrogen atom with half an alpha and half a beta electron.

## Checking the long-distance end of an H₂ curve

A restricted calculation with one 1s Slater function per atom and relaxed exponents should approach $-729/1024$. If both exponents are held at 1, the same identity gives $-11/16$ at equal sharing. If the run with fixed exponents misses its value, the exponent optimisation is not to blame. If only the relaxed run misses, the fault may lie in the optimisation or in the way the integrals depend on the exponents.

The comparison needs a large separation $R$, because the Coulomb terms of the equally shared orbital leave a tail of $-1/(2R)$. The basis matters too: a single 1s function does not solve the Hartree–Fock equation of the equally shared orbital exactly, so the complete-basis RHF limit lies below $-729/1024$.

For electronic structure, the result isolates the static correlation error of RHF in a one-exponent model at infinite separation. The restricted molecule has the mean-field energy of two atoms with fractional spins, so the same error can be studied on a single atom.

## Completing the squares

**The atomic energy.** A normalised 1s function of exponent $z$ has kinetic energy $z^2/2$ and attraction $-z$ to a proton. Two electrons of opposite spin in this function repel each other with energy $5z/8$. An atom with $p$ alpha and $q$ beta electrons thus has the mean-field energy

$$
\varepsilon(p,q,z)=(p+q)\Big(\frac{z^2}{2}-z\Big)+pq\,\frac{5z}{8}.
$$

There is no same-spin term, since exchange cancels the self-repulsion of each spin.

**The molecule.** Let the alpha orbital have weight $p$ and the beta orbital weight $q$ on the first atom. At infinite separation all terms that couple the atoms vanish, and the energy is $\varepsilon(p,q,a)+\varepsilon(1-p,1-q,b)$. RHF uses one orbital for both spins, so $p=q=w$, which gives $E(w,a,b)$.

**The exponents.** The part from the first atom is

$$
w\Big[a^2-2a\Big(1-\frac{5w}{16}\Big)\Big]
=w\Big(a-1+\frac{5w}{16}\Big)^2-w\Big(1-\frac{5w}{16}\Big)^2 .
$$

The second atom gives the same with $v=1-w$ and $b$. The best exponents are $1-5w/16$ and $1-5v/16$, both positive, and they leave

$$
-\Big[(w+v)-\frac58(w^2+v^2)+\frac{25}{256}(w^3+v^3)\Big].
$$

**The weight.** Put $d=w-1/2$. Then $w+v=1$, $w^2+v^2=1/2+2d^2$ and $w^3+v^3=1/4+3d^2$. The relaxed energy becomes

$$
-\Big[1-\frac{5}{16}+\frac{25}{1024}\Big]+\Big(\frac54-\frac{75}{256}\Big)d^2
=-\frac{729}{1024}+\frac{245}{256}\,d^2 .
$$

Its minimum is at $d=0$. There both exponent penalties carry the weight $1/2$, so both exponents must equal $1-5/32=27/32$. At $w=1$ the curve gives $-(11/16)^2$, the one-exponent energy of H⁻ beside a bare proton.

**The fractional-spin atom.** For one electron split into $p$ alpha and $1-p$ beta, set $t=1-5p(1-p)/8$. Then

$$
\varepsilon(p,1-p,z)=\frac{z^2}{2}-tz=\frac{(z-t)^2}{2}-\frac{t^2}{2}.
$$

Since $p(1-p)\le1/4$, the optimal exponent $t$ is positive. At $p=1/2$ the energy is $z^2/2-z+5z/32$, with minimum $-(27/32)^2/2$. This is half the molecular value.

**Independent spins.** With $p$ and $q$ free in $[0,1]$, the repulsion is non-negative and

$$
\varepsilon(p,q,z)\ge(p+q)\Big(\frac{z^2}{2}-z\Big)
=\frac{p+q}{2}(z-1)^2-\frac{p+q}{2}\ge-\frac{p+q}{2}.
$$

The two atoms hold two electrons in total, so the molecular energy is at least $-1$. One alpha electron on the first atom and one beta electron on the second, with $a=b=1$, reach this bound. Within the model, the restriction $p=q$ accounts for the whole error of $295/1024\approx0.288$ hartree.

### Nuclei of charge Z

The same squares can be completed by hand for two electrons and two distant nuclei of charge $Z\ge1$; the Lean file treats only $Z=1$. The attraction $-z$ becomes $-Zz$, and the relaxed restricted energy is

$$
-\Big(Z-\frac{5}{32}\Big)^2+\Big(\frac{5Z}{4}-\frac{75}{256}\Big)\Big(w-\frac12\Big)^2 .
$$

Equal sharing is again optimal. The minimum lies above the energy $-Z^2$ of two separate one-electron atoms or ions by $5Z/16-25/1024$.

## The Lean file

```lean
import Mathlib

open Set

namespace DissociatedHydrogenRHF

noncomputable section

/-- Mean-field energy (hartree) of a hydrogen atom with `p` alpha and `q` beta electrons
in a common 1s orbital of exponent `z`: kinetic energy and nuclear attraction per electron,
and the repulsion `5z/8` between opposite spins. -/
def atomEnergy (p q z : ℝ) : ℝ :=
  (p + q) * (z ^ 2 / 2 - z) + p * q * (5 * z / 8)

/-- Energy of H2 at infinite separation when the alpha orbital has weight `p` and the beta
orbital weight `q` on the first atom, with 1s exponents `a` and `b` on the two atoms. -/
def uhfEnergy (p q a b : ℝ) : ℝ :=
  atomEnergy p q a + atomEnergy (1 - p) (1 - q) b

/-- Restricted energy of dissociated H2: both spins share one orbital, of weight `w` on the
first atom. -/
def rhfEnergy (w a b : ℝ) : ℝ := uhfEnergy w w a b

/-- All restricted energies of dissociated H2, for weights in [0,1] and positive exponents. -/
def rhfEnergies : Set ℝ :=
  {E | ∃ w a b : ℝ, 0 ≤ w ∧ w ≤ 1 ∧ 0 < a ∧ 0 < b ∧ rhfEnergy w a b = E}

/-- All energies of dissociated H2 with independent alpha and beta weights in [0,1] and
positive exponents. -/
def uhfEnergies : Set ℝ :=
  {E | ∃ p q a b : ℝ, 0 ≤ p ∧ p ≤ 1 ∧ 0 ≤ q ∧ q ≤ 1 ∧ 0 < a ∧ 0 < b ∧
    uhfEnergy p q a b = E}

/-- The restricted energy written out: two electrons of weight `w` on one atom and `1 - w`
on the other, with repulsion quadratic in the weights. -/
theorem rhfEnergy_eq (w a b : ℝ) :
    rhfEnergy w a b = (2 * w * (a ^ 2 / 2 - a) + 5 * w ^ 2 * a / 8)
      + (2 * (1 - w) * (b ^ 2 / 2 - b) + 5 * (1 - w) ^ 2 * b / 8) := by
  unfold rhfEnergy uhfEnergy atomEnergy
  ring

/-- The restricted energy as a constant plus multiples of three squares: that of the deviation of
`w` from one half, and those of the deviations of the exponents from their screened values, with
factors `w` and `1 - w`. -/
theorem rhfEnergy_squares (w a b : ℝ) :
    rhfEnergy w a b = -(27 / 32) ^ 2 + 245 / 256 * (w - 1 / 2) ^ 2
      + w * (a - (1 - 5 * w / 16)) ^ 2
      + (1 - w) * (b - (1 - 5 * (1 - w) / 16)) ^ 2 := by
  rw [rhfEnergy_eq]
  ring

/-- For a fixed weight `w` in [0,1], optimising both positive exponents leaves an energy
that is quadratic in the deviation of `w` from one half. -/
theorem rhf_relaxed_curve (w : ℝ) (h0 : 0 ≤ w) (h1 : w ≤ 1) :
    IsLeast {E | ∃ a b : ℝ, 0 < a ∧ 0 < b ∧ rhfEnergy w a b = E}
      (-(27 / 32) ^ 2 + 245 / 256 * (w - 1 / 2) ^ 2) := by
  constructor
  · -- the screened exponents are positive and remove both penalties
    refine ⟨1 - 5 * w / 16, 1 - 5 * (1 - w) / 16, by linarith, by linarith, ?_⟩
    rw [rhfEnergy_squares]
    ring
  · rintro E ⟨a, b, _, _, rfl⟩
    rw [rhfEnergy_squares]
    have ha := mul_nonneg h0 (sq_nonneg (a - (1 - 5 * w / 16)))
    have hb := mul_nonneg (sub_nonneg.mpr h1) (sq_nonneg (b - (1 - 5 * (1 - w) / 16)))
    linarith

/-- The minimum restricted energy of dissociated H2, over weights in [0,1] and positive
exponents, is `-(27/32)^2` hartree, which lies above `-1` hartree. -/
theorem rhf_minimum :
    IsLeast rhfEnergies (-(27 / 32) ^ 2) ∧ (-1 : ℝ) < -(27 / 32) ^ 2 := by
  refine ⟨⟨?_, ?_⟩, by norm_num⟩
  · refine ⟨1 / 2, 27 / 32, 27 / 32, by norm_num, by norm_num, by norm_num, by norm_num, ?_⟩
    rw [rhfEnergy_squares]
    norm_num
  · rintro E ⟨w, a, b, h0, h1, ha, hb, rfl⟩
    -- first relax the exponents, then drop the penalty for unequal sharing
    have h := (rhf_relaxed_curve w h0 h1).2 ⟨a, b, ha, hb, rfl⟩
    have hw := sq_nonneg (w - 1 / 2)
    linarith

/-- For weights in [0,1], the restricted energy equals `-(27/32)^2` exactly when the orbital
is shared equally and both exponents are `27/32`. -/
theorem rhf_minimizer_unique (w a b : ℝ) (h0 : 0 ≤ w) (h1 : w ≤ 1) :
    rhfEnergy w a b = -(27 / 32) ^ 2 ↔ w = 1 / 2 ∧ a = 27 / 32 ∧ b = 27 / 32 := by
  constructor
  · intro h
    rw [rhfEnergy_squares] at h
    have ha := mul_nonneg h0 (sq_nonneg (a - (1 - 5 * w / 16)))
    have hb := mul_nonneg (sub_nonneg.mpr h1) (sq_nonneg (b - (1 - 5 * (1 - w) / 16)))
    -- every penalty must vanish, beginning with that for unequal sharing
    have hw2 : (w - 1 / 2) ^ 2 = 0 := le_antisymm (by linarith) (sq_nonneg _)
    have hw : w = 1 / 2 := sub_eq_zero.mp (pow_eq_zero_iff two_ne_zero |>.mp hw2)
    subst hw
    have ha2 : (a - 27 / 32) ^ 2 = 0 :=
      le_antisymm (by nlinarith [sq_nonneg (b - 27 / 32)]) (sq_nonneg _)
    have hb2 : (b - 27 / 32) ^ 2 = 0 :=
      le_antisymm (by nlinarith [sq_nonneg (a - 27 / 32)]) (sq_nonneg _)
    exact ⟨rfl, sub_eq_zero.mp (pow_eq_zero_iff two_ne_zero |>.mp ha2),
      sub_eq_zero.mp (pow_eq_zero_iff two_ne_zero |>.mp hb2)⟩
  · rintro ⟨rfl, rfl, rfl⟩
    rw [rhfEnergy_squares]
    norm_num

/-- A hydrogen atom whose single electron is split into `p` alpha and `1 - p` beta has, after
optimising the positive exponent, the energy `-(1 - 5p(1-p)/8)^2 / 2`. -/
theorem fractional_spin_atom (p : ℝ) :
    IsLeast (atomEnergy p (1 - p) '' Ioi 0) (-(1 - 5 * (p * (1 - p)) / 8) ^ 2 / 2) := by
  have key : ∀ z, atomEnergy p (1 - p) z =
      (z - (1 - 5 * (p * (1 - p)) / 8)) ^ 2 / 2
        + -(1 - 5 * (p * (1 - p)) / 8) ^ 2 / 2 := by
    intro z
    unfold atomEnergy
    ring
  constructor
  · refine ⟨1 - 5 * (p * (1 - p)) / 8, ?_, ?_⟩
    · -- p(1-p) is at most 1/4, so the optimal exponent is positive
      rw [mem_Ioi]
      nlinarith [sq_nonneg (p - 1 / 2)]
    · rw [key]
      ring
  · rintro E ⟨z, _, rfl⟩
    rw [key]
    have hz := sq_nonneg (z - (1 - 5 * (p * (1 - p)) / 8))
    linarith

/-- The minimum restricted energy of dissociated H2 is twice the minimum energy of a hydrogen
atom with half an alpha and half a beta electron, `z^2/2 - z + 5z/32` over `z > 0`. -/
theorem rhf_eq_two_half_spin_atoms :
    sInf rhfEnergies = 2 * sInf ((fun z : ℝ => z ^ 2 / 2 - z + 5 * z / 32) '' Ioi 0) := by
  have hf : (fun z : ℝ => z ^ 2 / 2 - z + 5 * z / 32) = atomEnergy (1 / 2) (1 - 1 / 2) := by
    funext z
    unfold atomEnergy
    ring
  rw [hf, rhf_minimum.1.csInf_eq, (fractional_spin_atom (1 / 2)).csInf_eq]
  norm_num

/-- With independent alpha and beta weights in [0,1] and positive exponents, the minimum
energy of dissociated H2 is `-1` hartree. -/
theorem uhf_minimum : IsLeast uhfEnergies (-1) := by
  -- each atom gains at most half a hartree per electron
  have atom : ∀ p q z : ℝ, 0 ≤ p → 0 ≤ q → 0 < z → -(p + q) / 2 ≤ atomEnergy p q z := by
    intro p q z hp hq hz
    have h1 : 0 ≤ (p + q) * (z - 1) ^ 2 := by positivity
    have h2 : 0 ≤ p * q * (5 * z / 8) := by positivity
    unfold atomEnergy
    linarith
  constructor
  · -- one alpha electron on the first atom, one beta electron on the second
    refine ⟨1, 0, 1, 1, by norm_num, by norm_num, by norm_num, by norm_num,
      by norm_num, by norm_num, ?_⟩
    norm_num [uhfEnergy, atomEnergy]
  · rintro E ⟨p, q, a, b, hp0, hp1, hq0, hq1, ha, hb, rfl⟩
    have hA := atom p q a hp0 hq0 ha
    have hB := atom (1 - p) (1 - q) b (sub_nonneg.mpr hp1) (sub_nonneg.mpr hq1) hb
    unfold uhfEnergy
    linarith

end

end DissociatedHydrogenRHF
```

```lean
#print axioms DissociatedHydrogenRHF.rhf_minimizer_unique
#print axioms DissociatedHydrogenRHF.fractional_spin_atom
#print axioms DissociatedHydrogenRHF.rhf_eq_two_half_spin_atoms
#print axioms DissociatedHydrogenRHF.uhf_minimum
```

```
'DissociatedHydrogenRHF.rhf_minimizer_unique' depends on axioms: [propext, Classical.choice, Quot.sound]
'DissociatedHydrogenRHF.fractional_spin_atom' depends on axioms: [propext, Classical.choice, Quot.sound]
'DissociatedHydrogenRHF.rhf_eq_two_half_spin_atoms' depends on axioms: [propext, Classical.choice, Quot.sound]
'DissociatedHydrogenRHF.uhf_minimum' depends on axioms: [propext, Classical.choice, Quot.sound]
```

## From the definitions to the physics

All quantities are real numbers, and energies are in hartree. `atomEnergy p q z` is $\varepsilon(p,q,z)$, `uhfEnergy p q a b` adds the two atoms, and `rhfEnergy w a b` sets both spin weights to `w`. The sets `rhfEnergies` and `uhfEnergies` collect the energies for weights in $[0,1]$ and positive exponents.

`IsLeast S m` says that `m` belongs to `S` and that no element of `S` is smaller. Each minimum stated this way is therefore reached by actual parameters.

- `rhf_relaxed_curve` gives the energy at fixed `w` after both exponents are optimised.
- `rhf_minimum` gives the global restricted minimum and the strict inequality with $-1$.
- `rhf_minimizer_unique` identifies the minimiser. It needs `w` in $[0,1]$ but places no sign condition on the exponents.
- `fractional_spin_atom` gives the minimum over `Ioi 0`, the positive exponents. It holds for every real `p`, although only $0\le p\le1$ describes an atom.
- `rhf_eq_two_half_spin_atoms` states the factor of two between infima, written `sInf`. Both infima are attained, so they are minima.
- `uhf_minimum` gives $-1$ for independent spin weights.

The physics enters through the definitions. The integrals $z^2/2$, $-z$ and $5z/8$ are put in and not derived from wavefunctions, and the vanishing of the coupling between the atoms is assumed, not obtained as a limit in $R$. Both spins share one exponent on each atom. The orbital is described by its weights alone, so the relative sign of its two parts, which has no effect on the energy at infinite separation, does not appear. The theorems say nothing about other basis functions or about whether an SCF iteration finds the minimum.

## How the squares become minima in Lean

`rhfEnergy_eq` unfolds the definitions into the explicit formula for $E$. `rhfEnergy_squares` then checks the completed squares with `ring`, which covers the steps for the exponents and the weight in one polynomial identity.

In `rhf_relaxed_curve`, the first half supplies the screened exponents and shows that they are positive. The second half uses `mul_nonneg` to show that each weighted square is non-negative, and `linarith` drops both. `rhf_minimum` applies this curve and then drops the square in $w-1/2$; the values $1/2$, $27/32$ and $27/32$ show that the bound is attained.

For uniqueness, the energy is set equal to the constant, so the penalties add up to zero. The square in $w-1/2$ has a positive constant in front and must vanish first. After `subst` inserts $w=1/2$, the exponent penalties both have positive weight, and `nlinarith` shows that each square is zero. The order matters because at $w=0$ or $w=1$ the exponent on the empty atom would not be determined.

The local identity `key` in `fractional_spin_atom` is the square in $z-t$, and positivity of $t$ follows from $(p-1/2)^2\ge0$. The factor-of-two theorem recognises $z^2/2-z+5z/32$ as the atomic energy at $p=1/2$ and inserts the two known minima. In `uhf_minimum`, the local statement `atom` is the bound $-(p+q)/2$; it is applied once to each atom and the results are added.
